# The repulsive schematic model: the bright RPA mode carries the f-sum es, the bright TDA mode exceeds it by ks²

A mode is treated here as a property of given real amplitudes and a real number, not as a column of a chosen eigenbasis, so degenerate modes need no selection. Vectors are real and indexed by a finite set `n` of particle-hole pairs. All pairs share one unperturbed energy e, the vector d holds the matrix elements of one dipole component, s = d·d, and k is the strength of a postulated separable dipole-dipole interaction, repulsive for k > 0:

B = k ddᵀ,  A = e·1 + B

In Lean 4 with Mathlib:

```lean
import Mathlib

open Matrix

namespace SchematicModel

noncomputable section

variable {n : Type*} [Fintype n] [DecidableEq n]

/-- The matrix `B = k d dᵀ` of the schematic model. -/
def matB (k : ℝ) (d : n → ℝ) : Matrix n n ℝ := k • vecMulVec d d

/-- The matrix `A = e + k d dᵀ` of the schematic model. -/
def matA (e k : ℝ) (d : n → ℝ) : Matrix n n ℝ := e • (1 : Matrix n n ℝ) + matB k d
```

Matrices A and B in these roles appear in linear-response calculations of absorption spectra; this model, with one degenerate level and a rank-one coupling, shows in closed form what the Tamm–Dancoff approximation (TDA) changes relative to the random phase approximation (RPA).

## Unit norm fixes the scale of the strength

A TDA mode x has energy E; an RPA mode has frequency w, forward amplitude X and backward amplitude Y:

Ax = Ex,  x·x = 1

AX + BY = wX,  BX + AY = −wY,  X·X − Y·Y = 1

The strengths are (d·x)² and (d·(X+Y))². Without the norms, the zero vector solves the equations at any energy and strengths scale freely. The f-sum is defined as d·(A−B)d, without prefactors; its connection to the Thomas–Reiche–Kuhn electron count is not derived.

```lean
/-- A normalised TDA mode: `A x = E x` with `x · x = 1`. -/
def IsTDAMode (A : Matrix n n ℝ) (E : ℝ) (x : n → ℝ) : Prop :=
  A *ᵥ x = E • x ∧ x ⬝ᵥ x = 1

/-- A normalised RPA mode: `A X + B Y = w X`, `B X + A Y = -w Y`, `X · X - Y · Y = 1`. -/
def IsRPAMode (A B : Matrix n n ℝ) (w : ℝ) (X Y : n → ℝ) : Prop :=
  A *ᵥ X + B *ᵥ Y = w • X ∧ B *ᵥ X + A *ᵥ Y = -(w • Y) ∧ X ⬝ᵥ X - Y ⬝ᵥ Y = 1

/-- The transition strength `(d · v)²`, with `v = x` in TDA and `v = X + Y` in RPA. -/
def strength (d v : n → ℝ) : ℝ := (d ⬝ᵥ v) ^ 2

/-- The f-sum `d · (A - B) d`. -/
def fSum (e k : ℝ) (d : n → ℝ) : ℝ := d ⬝ᵥ ((matA e k d - matB k d) *ᵥ d)
```

The candidate collective modes are x = d/√s and, with w = √(e(e+2ks)) and N = 1/(2√(ews)), X = (e+w)N d and Y = (e−w)N d.

```lean
/-- The collective RPA frequency `√(e (e + 2 k s))`. -/
def rpaFreq (e k s : ℝ) : ℝ := √(e * (e + 2 * k * s))

/-- The normalisation factor `1 / (2 √(e w s))` with `w` the collective RPA frequency. -/
def rpaNorm (e k s : ℝ) : ℝ := (2 * √(e * rpaFreq e k s * s))⁻¹

/-- The collective TDA amplitude `d / √s`. -/
def tdaVec (d : n → ℝ) : n → ℝ := (√(d ⬝ᵥ d))⁻¹ • d

/-- The collective forward RPA amplitude `(e + w) d / (2 √(e w s))`. -/
def rpaX (e k : ℝ) (d : n → ℝ) : n → ℝ :=
  ((e + rpaFreq e k (d ⬝ᵥ d)) * rpaNorm e k (d ⬝ᵥ d)) • d

/-- The collective backward RPA amplitude `(e - w) d / (2 √(e w s))`. -/
def rpaY (e k : ℝ) (d : n → ℝ) : n → ℝ :=
  ((e - rpaFreq e k (d ⬝ᵥ d)) * rpaNorm e k (d ⬝ᵥ d)) • d
```

For any e and k,

Bx = k(d·x)d,  Ax = ex + k(d·x)d,  d·(A−B)d = es

```lean
omit [DecidableEq n] in
/-- `B x = k (d · x) d`. -/
theorem matB_mulVec (k : ℝ) (d x : n → ℝ) : matB k d *ᵥ x = (k * (d ⬝ᵥ x)) • d := by
  ext i
  simp only [matB, mulVec, dotProduct, Matrix.smul_apply, vecMulVec_apply, smul_eq_mul,
    Pi.smul_apply, Finset.mul_sum, Finset.sum_mul]
  exact Finset.sum_congr rfl fun j _ => by ring

/-- `A x = e x + k (d · x) d`. -/
theorem matA_mulVec (e k : ℝ) (d x : n → ℝ) :
    matA e k d *ᵥ x = e • x + (k * (d ⬝ᵥ x)) • d := by
  rw [matA, add_mulVec, matB_mulVec, Matrix.smul_mulVec, one_mulVec]

/-- The f-sum of the schematic model is `e s`. -/
theorem fSum_eq (e k : ℝ) (d : n → ℝ) : fSum e k d = e * (d ⬝ᵥ d) := by
  rw [fSum, sub_mulVec, matA_mulVec, matB_mulVec, add_sub_cancel_right, dotProduct_smul,
    smul_eq_mul]
```

## Orthogonality to d makes a mode dark

If d·x = 0 then Bx = 0 and Ax = ex, so a unit x is a TDA mode and, with Y = 0, an RPA mode at energy e with zero strength. Dark refers to the one dipole component held in d; the mode may still absorb light polarised along another. `dark_mode` takes such an x as given; with a single pair and d ≠ 0 there is none.

```lean
/-- A unit vector orthogonal to `d` is a TDA mode and, with `Y = 0`, an RPA mode of energy `e`,
and it has zero strength. -/
theorem dark_mode (e k : ℝ) (d x : n → ℝ) (hd : d ⬝ᵥ x = 0) (hx : x ⬝ᵥ x = 1) :
    IsTDAMode (matA e k d) e x ∧ IsRPAMode (matA e k d) (matB k d) e x 0 ∧
      strength d x = 0 := by
  simp [IsTDAMode, IsRPAMode, strength, matA_mulVec, matB_mulVec, hd, hx]
```

## k ≠ 0 separates bright from dark

Put p = d·x and project ex + kp d = Ex on d and on x (`h1`, `h2`):

(e + ks)p = Ep,  e + kp² = E

If p = 0 then E = e. Otherwise E = e + ks, so kp² = ks and kp d = ks x. Dividing by k gives p² = s and sx = pd; both uses of `mul_left_cancel₀ hk` are these divisions. At k = 0 every unit vector is a mode, and with two or more pairs the strength takes any value from 0 to s.

```lean
/-- For `k ≠ 0`, a TDA mode has either energy `e` and zero strength, or energy `e + k s`, strength
`s` and `s x = (d · x) d`. -/
theorem tda_classification {e k E : ℝ} {d x : n → ℝ} (hk : k ≠ 0)
    (h : IsTDAMode (matA e k d) E x) :
    (E = e ∧ strength d x = 0) ∨
      (E = e + k * (d ⬝ᵥ d) ∧ strength d x = d ⬝ᵥ d ∧ (d ⬝ᵥ d) • x = (d ⬝ᵥ x) • d) := by
  obtain ⟨h, hn⟩ := h
  rw [matA_mulVec] at h
  -- project the eigenvalue equation on d and on x
  have h1 : e * (d ⬝ᵥ x) + k * (d ⬝ᵥ x) * (d ⬝ᵥ d) = E * (d ⬝ᵥ x) := by
    simpa only [dotProduct_add, dotProduct_smul, smul_eq_mul] using congrArg (fun v => d ⬝ᵥ v) h
  have h2 : e * (x ⬝ᵥ x) + k * (d ⬝ᵥ x) * (x ⬝ᵥ d) = E * (x ⬝ᵥ x) := by
    simpa only [dotProduct_add, dotProduct_smul, smul_eq_mul] using congrArg (fun v => x ⬝ᵥ v) h
  rw [hn, dotProduct_comm x d] at h2
  unfold strength
  by_cases hp : d ⬝ᵥ x = 0
  · rw [hp] at h2
    exact Or.inl ⟨by linarith, by rw [hp]; ring⟩
  · have hE : E = e + k * (d ⬝ᵥ d) := mul_right_cancel₀ hp (by linear_combination -h1)
    refine Or.inr ⟨hE, mul_left_cancel₀ hk (by linear_combination h2 + hE), ?_⟩
    ext i
    have hi : e * x i + k * (d ⬝ᵥ x) * d i = E * x i := by
      simpa only [Pi.add_apply, Pi.smul_apply, smul_eq_mul] using congrFun h i
    show (d ⬝ᵥ d) * x i = (d ⬝ᵥ x) * d i
    exact mul_left_cancel₀ hk (by linear_combination -hi - x i * hE)
```

## e > 0 and w > 0 choose the root

Positive e puts the particle levels above the hole levels; positive w means excitation. With P = X + Y and Q = X − Y, the difference and the sum of the RPA equations, and the norm, give without any sign assumption

eQ = wP,  wQ = eP + 2kr d,  P·Q = 1,  where r = d·P

```lean
/-- With `P = X + Y` and `Q = X - Y`, an RPA mode obeys `e Q = w P`,
`w Q = e P + 2 k (d · P) d` and `P · Q = 1`. -/
theorem rpa_reduced {e k w : ℝ} {d X Y : n → ℝ}
    (h : IsRPAMode (matA e k d) (matB k d) w X Y) :
    e • (X - Y) = w • (X + Y) ∧
      w • (X - Y) = e • (X + Y) + (2 * k * (d ⬝ᵥ (X + Y))) • d ∧ (X + Y) ⬝ᵥ (X - Y) = 1 := by
  obtain ⟨h1, h2, h3⟩ := h
  simp only [matA_mulVec, matB_mulVec] at h1 h2
  refine ⟨?_, ?_, ?_⟩
  · ext i
    have a := congrFun h1 i
    have b := congrFun h2 i
    simp only [Pi.add_apply, Pi.sub_apply, Pi.neg_apply, Pi.smul_apply, smul_eq_mul] at a b ⊢
    linear_combination a - b
  · ext i
    have a := congrFun h1 i
    have b := congrFun h2 i
    simp only [Pi.add_apply, Pi.sub_apply, Pi.neg_apply, Pi.smul_apply, smul_eq_mul,
      dotProduct_add] at a b ⊢
    linear_combination -a - b
  · rw [add_dotProduct, dotProduct_sub, dotProduct_sub, dotProduct_comm Y X]
    linear_combination h3
```

Project on d (`d1`, `d2`) and eliminate d·Q; project on P (`p1`, `p2`) and eliminate P·P to get `key`:

e d·Q = wr,  w d·Q = (e + 2ks)r  ⇒  w²r = e(e + 2ks)r

e = w P·P,  w = e P·P + 2kr²  ⇒  w² = e² + 2kr²w

If r = 0 then (w − e)(w + e) = 0; since w + e > 0, w = e, and cancelling e gives Q = P, that is Y = 0. If r ≠ 0 then w² = e(e + 2ks), and `Real.sqrt_sq hw.le` takes the positive root. Comparing both forms of w² gives 2kr²w = 2kes, so r² = es/w after division by k and w. Eliminating Q gives w²P = e²P + 2ker d, hence sP = rd after division by ke. Because e = w P·P with P ≠ 0, either sign condition implies the other; if both fail, a collective mode has the negative root.

```lean
/-- For `e > 0` and `k ≠ 0`, an RPA mode of frequency `w > 0` has either `w = e`, `Y = 0` and zero
strength, or `w = √(e (e + 2 k s))`, strength `e s / w` and `s (X + Y) = (d · (X + Y)) d`. -/
theorem rpa_classification {e k w : ℝ} {d X Y : n → ℝ} (he : 0 < e) (hk : k ≠ 0) (hw : 0 < w)
    (h : IsRPAMode (matA e k d) (matB k d) w X Y) :
    (w = e ∧ Y = 0 ∧ strength d (X + Y) = 0) ∨
      (w = rpaFreq e k (d ⬝ᵥ d) ∧ strength d (X + Y) = e * (d ⬝ᵥ d) / w ∧
        (d ⬝ᵥ d) • (X + Y) = (d ⬝ᵥ (X + Y)) • d) := by
  obtain ⟨r1, r2, r3⟩ := rpa_reduced h
  have r0 : ∀ i, e * (X i - Y i) = w * (X i + Y i) := fun i => congrFun r1 i
  obtain ⟨P, hP⟩ : ∃ P, P = X + Y := ⟨_, rfl⟩
  obtain ⟨Q, hQ⟩ : ∃ Q, Q = X - Y := ⟨_, rfl⟩
  rw [← hP] at r1 r2 r3 ⊢
  rw [← hQ] at r1 r2 r3
  -- project the reduced equations on d and on P
  have d1 : e * (d ⬝ᵥ Q) = w * (d ⬝ᵥ P) := by
    simpa only [dotProduct_smul, smul_eq_mul] using congrArg (fun v => d ⬝ᵥ v) r1
  have d2 : w * (d ⬝ᵥ Q) = e * (d ⬝ᵥ P) + 2 * k * (d ⬝ᵥ P) * (d ⬝ᵥ d) := by
    simpa only [dotProduct_add, dotProduct_smul, smul_eq_mul] using congrArg (fun v => d ⬝ᵥ v) r2
  have p1 : e * (P ⬝ᵥ Q) = w * (P ⬝ᵥ P) := by
    simpa only [dotProduct_smul, smul_eq_mul] using congrArg (fun v => P ⬝ᵥ v) r1
  have p2 : w * (P ⬝ᵥ Q) = e * (P ⬝ᵥ P) + 2 * k * (d ⬝ᵥ P) * (P ⬝ᵥ d) := by
    simpa only [dotProduct_add, dotProduct_smul, smul_eq_mul] using congrArg (fun v => P ⬝ᵥ v) r2
  rw [r3] at p1 p2
  rw [dotProduct_comm P d] at p2
  have key : w ^ 2 = e ^ 2 + 2 * k * (d ⬝ᵥ P) ^ 2 * w := by linear_combination w * p2 - e * p1
  unfold strength
  by_cases hp : d ⬝ᵥ P = 0
  · have h0 : (w - e) * (w + e) = 0 := by rw [hp] at key; linear_combination key
    have hwe : w = e := sub_eq_zero.1 ((mul_eq_zero.1 h0).resolve_right (add_pos hw he).ne')
    refine Or.inl ⟨hwe, ?_, by rw [hp]; ring⟩
    ext i
    show Y i = 0
    exact mul_left_cancel₀ he.ne'
      (by linear_combination (-1 / 2) * r0 i - (X i + Y i) / 2 * hwe)
  · have hw2 : w ^ 2 = e * (e + 2 * k * (d ⬝ᵥ d)) :=
      mul_right_cancel₀ hp (by linear_combination e * d2 - w * d1)
    refine Or.inr ⟨by rw [rpaFreq, ← hw2, Real.sqrt_sq hw.le], ?_, ?_⟩
    · rw [eq_div_iff hw.ne']
      exact mul_left_cancel₀ hk (by linear_combination (hw2 - key) / 2)
    · ext i
      have a : e * Q i = w * P i := congrFun r1 i
      have b : w * Q i = e * P i + 2 * k * (d ⬝ᵥ P) * d i := congrFun r2 i
      show (d ⬝ᵥ d) * P i = (d ⬝ᵥ P) * d i
      exact mul_left_cancel₀ (mul_ne_zero hk he.ne')
        (by linear_combination (e * b - w * a - P i * hw2) / 2)
```

## k > 0 and s > 0 order the energies

e² < e² + 2eks < (e + ks)²,  so  e < √(e(e+2ks)) < e + ks

The two gaps 2eks and k²s² are the hints `mul_pos he hks` and `mul_pos hks hks`. For ks = 0 the three energies coincide. For k < 0 the lower bound fails, and once e + 2ks ≤ 0 no collective mode of positive frequency exists; `rpaFreq` then returns 0, so with w > 0 the second case of the classification cannot occur and every real RPA mode is dark.

```lean
/-- For `e, k, s > 0` the collective RPA frequency lies strictly between `e` and `e + k s`. -/
theorem rpaFreq_bounds {e k s : ℝ} (he : 0 < e) (hk : 0 < k) (hs : 0 < s) :
    e < rpaFreq e k s ∧ rpaFreq e k s < e + k * s := by
  have hks : 0 < k * s := mul_pos hk hs
  exact ⟨Real.lt_sqrt_of_sq_lt (by nlinarith [mul_pos he hks]),
    (Real.sqrt_lt' (add_pos he hks)).2 (by nlinarith [mul_pos hks hks])⟩
```

The same positivity makes 1/√s and N well defined. For the candidate modes Ax = (e + ks)x, x·x = 1, (d·x)² = s, and

P = 2eN d,  Q = 2wN d,  P·Q = 4ewsN² = 1,  r² = 4e²s²N² = es/w

The proof reduces everything to `hw2` (the value of w²), `hN` (4ewsN² = 1) and `hM` (the TDA norm), so modes of nonzero strength exist whenever e, k, s > 0.

```lean
/-- For `e, k, s > 0`, the explicit collective amplitudes are a TDA mode of energy `e + k s` and
strength `s`, and an RPA mode of frequency `w = √(e (e + 2 k s))` and strength `e s / w`. -/
theorem collective_modes_witness {e k : ℝ} {d : n → ℝ} (he : 0 < e) (hk : 0 < k)
    (hs : 0 < d ⬝ᵥ d) :
    IsTDAMode (matA e k d) (e + k * (d ⬝ᵥ d)) (tdaVec d) ∧ strength d (tdaVec d) = d ⬝ᵥ d ∧
      IsRPAMode (matA e k d) (matB k d) (rpaFreq e k (d ⬝ᵥ d)) (rpaX e k d) (rpaY e k d) ∧
      strength d (rpaX e k d + rpaY e k d) = e * (d ⬝ᵥ d) / rpaFreq e k (d ⬝ᵥ d) := by
  have hw : 0 < rpaFreq e k (d ⬝ᵥ d) := he.trans (rpaFreq_bounds he hk hs).1
  have hw2 : rpaFreq e k (d ⬝ᵥ d) ^ 2 = e * (e + 2 * k * (d ⬝ᵥ d)) :=
    Real.sq_sqrt (mul_pos he (by nlinarith [mul_pos hk hs])).le
  have hpos : 0 < e * rpaFreq e k (d ⬝ᵥ d) * (d ⬝ᵥ d) := mul_pos (mul_pos he hw) hs
  have hN : rpaNorm e k (d ⬝ᵥ d) ^ 2 * (2 ^ 2 * (e * rpaFreq e k (d ⬝ᵥ d) * (d ⬝ᵥ d))) = 1 := by
    rw [rpaNorm, inv_pow, mul_pow, Real.sq_sqrt hpos.le]
    exact inv_mul_cancel₀ (mul_pos (by norm_num) hpos).ne'
  have hM : (√(d ⬝ᵥ d))⁻¹ ^ 2 * (d ⬝ᵥ d) = 1 := by
    rw [inv_pow, Real.sq_sqrt hs.le, inv_mul_cancel₀ hs.ne']
  unfold IsTDAMode IsRPAMode strength tdaVec rpaX rpaY
  generalize rpaNorm e k (d ⬝ᵥ d) = N at hN ⊢
  generalize rpaFreq e k (d ⬝ᵥ d) = w at hw hw2 hN ⊢
  generalize (√(d ⬝ᵥ d))⁻¹ = M at hM ⊢
  simp only [matA_mulVec, matB_mulVec, dotProduct_add, dotProduct_smul, smul_dotProduct,
    smul_eq_mul]
  refine ⟨⟨?_, ?_⟩, ?_, ⟨?_, ?_, ?_⟩, ?_⟩
  · ext i
    simp only [Pi.add_apply, Pi.smul_apply, smul_eq_mul]
    ring
  · linear_combination hM
  · linear_combination (d ⬝ᵥ d) * hM
  · ext i
    simp only [Pi.add_apply, Pi.smul_apply, smul_eq_mul]
    linear_combination -N * d i * hw2
  · ext i
    simp only [Pi.add_apply, Pi.neg_apply, Pi.smul_apply, smul_eq_mul]
    linear_combination -N * d i * hw2
  · linear_combination hN
  · rw [eq_div_iff hw.ne']
    linear_combination e * (d ⬝ᵥ d) * hN
```

## Nonzero strength selects the collective mode

`schematic_model` takes e, k, w > 0, any TDA mode and any RPA mode, each visible in absorption (`hTb`, `hRb`). It concludes E = e + ks with strength s, and w = √(e(e+2ks)) < E with strength es/w, together with

w · es/w = es,  E · s = es + ks²

The two `resolve_left` steps discard the dark cases, which would otherwise give energy e and no strength. Positivity of s is derived in `hs`, since s equals a nonzero square. The identities concern the single bright mode; no sum over a complete set of modes is formed, and complex frequencies are not treated. The descriptions above of what fails when a hypothesis is removed are ordinary arguments, not theorems of the file.

```lean
/-- For `e, k > 0`, a TDA mode of nonzero strength has energy `E = e + k s` and strength `s`, an
RPA mode of frequency `w > 0` and nonzero strength has `w = √(e (e + 2 k s)) < E` and strength
`e s / w`; energy times strength is the f-sum in RPA and the f-sum plus `k s²` in TDA. -/
theorem schematic_model {e k E w : ℝ} {d x X Y : n → ℝ} (he : 0 < e) (hk : 0 < k) (hw : 0 < w)
    (hT : IsTDAMode (matA e k d) E x) (hTb : strength d x ≠ 0)
    (hR : IsRPAMode (matA e k d) (matB k d) w X Y) (hRb : strength d (X + Y) ≠ 0) :
    E = e + k * (d ⬝ᵥ d) ∧ strength d x = d ⬝ᵥ d ∧
      w = rpaFreq e k (d ⬝ᵥ d) ∧ w < E ∧ strength d (X + Y) = e * (d ⬝ᵥ d) / w ∧
      w * strength d (X + Y) = fSum e k d ∧
      E * strength d x = fSum e k d + k * (d ⬝ᵥ d) ^ 2 := by
  obtain ⟨hE, hS, -⟩ := (tda_classification hk.ne' hT).resolve_left fun h => hTb h.2
  obtain ⟨hf, hS', -⟩ := (rpa_classification he hk.ne' hw hR).resolve_left fun h => hRb h.2.2
  have h0 : 0 ≤ strength d x := sq_nonneg _
  have hs : 0 < d ⬝ᵥ d := (lt_of_le_of_ne h0 hTb.symm).trans_eq hS
  have hb := (rpaFreq_bounds he hk hs).2
  have hw' := hw.ne'
  refine ⟨hE, hS, hf, by linarith, hS', ?_, ?_⟩
  · rw [hS', fSum_eq]
    field_simp
  · rw [hS, hE, fSum_eq]
    ring

end

end SchematicModel
```
```lean
#print axioms SchematicModel.dark_mode
-- 'SchematicModel.dark_mode' depends on axioms: [propext, Classical.choice, Quot.sound]
#print axioms SchematicModel.schematic_model
-- 'SchematicModel.schematic_model' depends on axioms: [propext, Classical.choice, Quot.sound]
```
